# Curvature of the planar exchange energy about a state with all angles 0 or π

## Two spins, then any finite number

Take two classical spins in a plane, at angles $t_0$ and $t_1$, with energy $J\cos(t_0-t_1)$. Start with both angles equal to $0$ and turn the spins at rates $v_0$ and $v_1$, so that after a rotation parameter $x$ the angles are $xv_0$ and $xv_1$. The energy is then

$$E(x)=J\cos\big(x(v_0-v_1)\big),\qquad E''(0)=-J(v_0-v_1)^2 .$$

If the second spin starts at $\pi$ instead, the cosine changes sign and $E''(0)=+J(v_0-v_1)^2$. The two cases differ only by the factor $s_0s_1$, where $s_i=\cos t_i=\pm1$ records whether spin $i$ points up or down the reference axis.

For $n$ spins with real couplings $J_{ij}$, let

$$E(t)=\sum_{i<j}J_{ij}\cos(t_i-t_j).$$

The claim is that if every $t_i$ is $0$ or $\pi$, then for every real vector $v$

$$\left.\frac{d^2}{dx^2}E(t+xv)\right|_{x=0}=-\sum_{i<j}J_{ij}\,s_is_j\,(v_i-v_j)^2 .$$

To derive it, write the relative angle on a bond as $\theta_{ij}(x)=t_i-t_j+x(v_i-v_j)$. Its derivative is the constant $v_i-v_j$, so two applications of the chain rule give, at every $x$,

$$\frac{dE}{dx}=-\sum_{i<j}J_{ij}\sin\theta_{ij}(x)\,(v_i-v_j),\qquad
\frac{d^2E}{dx^2}=-\sum_{i<j}J_{ij}\cos\theta_{ij}(x)\,(v_i-v_j)^2 .$$

Up to here the reference is arbitrary. Now set $x=0$ and use $\sin t_i=0$ for all $i$:

$$\cos(t_i-t_j)=\cos t_i\cos t_j+\sin t_i\sin t_j=s_is_j .$$

This gives the claim. In the same way $\sin(t_i-t_j)=\sin t_i\cos t_j-\cos t_i\sin t_j=0$, so the first derivative vanishes and the reference is stationary.

Exchange couplings can be extracted in electronic structure work from the energy cost of small rotations about a collinear reference; for an energy that has exactly this classical, pairwise, planar form, the formula says which combination of couplings each such curvature contains.

## What can go wrong at other angles

Place two spins with $J=-1$ both at angle $\pi/2$ and turn only the first, $v=(1,0)$. The energy is $-\cos x$, with second derivative $1$ at $x=0$. But $s_0=s_1=\cos(\pi/2)=0$, so the formula would give $0$. The spins are parallel, yet they don't lie along the axis from which the angles are measured, and $\cos t_i$ no longer records their orientation. Measuring angles from the common spin axis restores the result.

## Bonds, energy and collinear states in Lean

```lean
import Mathlib

open Real

namespace PlanarSpinRotations

noncomputable section
```

Spins are labelled by `Fin n`, that is $0,\dots,n-1$. A bond is an ordered pair with the smaller label first, so each pair is counted once.

```lean
/-- The bonds of `n` spins: each pair `i < j` is counted once. -/
def bonds (n : ℕ) : Finset (Fin n × Fin n) :=
  Finset.univ.filter fun p => p.1 < p.2
```

The coupling `J` is any real function of two labels. Only its entries with $i<j$ enter the energy, so no symmetry is required. With this sign convention a positive coupling is antiferromagnetic. There is no field, no anisotropy and no motion out of the plane.

```lean
/-- The exchange energy of planar spins with angles `t` and couplings `J`. -/
def energy {n : ℕ} (J : Fin n → Fin n → ℝ) (t : Fin n → ℝ) : ℝ :=
  ∑ p ∈ bonds n, J p.1 p.2 * cos (t p.1 - t p.2)
```

Angles are real numbers, not angles modulo $2\pi$, and the reference condition asks for the values $0$ or $\pi$ themselves.

```lean
/-- A collinear reference: every spin has angle `0` or `π`. -/
def IsCollinear {n : ℕ} (t : Fin n → ℝ) : Prop :=
  ∀ i, t i = 0 ∨ t i = π
```

## Derivatives along a joint rotation

The path $t+xv$ appears as `t + x • v`. A statement `HasDerivAt f c x` says that `f` is differentiable at `x` with derivative `c`. The first lemma is $\theta_{ij}'=v_i-v_j$: it differentiates $(t_i-t_j)+y(v_i-v_j)$ and then checks by algebra that this is the same function of $y$ as the difference of the two moving angles.

```lean
variable {n : ℕ}

/-- When the spins turn at rates `v`, the angle between spins `i` and `j` changes at
the rate `v i - v j`. -/
theorem hasDerivAt_relative_angle (t v : Fin n → ℝ) (i j : Fin n) (x : ℝ) :
    HasDerivAt (fun y : ℝ => (t + y • v) i - (t + y • v) j) (v i - v j) x := by
  have h0 := ((hasDerivAt_id' x).mul_const (v i - v j)).const_add (t i - t j)
  rw [one_mul] at h0
  refine h0.congr_of_eventuallyEq (Filter.Eventually.of_forall fun y => ?_)
  simp only [Pi.add_apply, Pi.smul_apply, smul_eq_mul]
  ring
```

The first derivative of the energy follows bond by bond. `HasDerivAt.fun_sum` differentiates the finite sum, `.cos` applies the chain rule to the cosine, and `ring` puts the factors in the stated order.

```lean
/-- The first derivative of the energy along a joint rotation of the spins, at any
point of the path. -/
theorem hasDerivAt_energy (J : Fin n → Fin n → ℝ) (t v : Fin n → ℝ) (x : ℝ) :
    HasDerivAt (fun y : ℝ => energy J (t + y • v))
      (-∑ p ∈ bonds n, J p.1 p.2 * sin ((t + x • v) p.1 - (t + x • v) p.2)
        * (v p.1 - v p.2)) x := by
  unfold energy
  rw [← Finset.sum_neg_distrib]
  refine HasDerivAt.fun_sum fun p _ => ?_
  exact ((hasDerivAt_relative_angle t v p.1 p.2 x).cos.const_mul (J p.1 p.2)).congr_deriv
    (by ring)
```

The second derivative is stated as the derivative of `deriv` of the energy along the path. Because the previous theorem holds at every point of the path, the `rw` step can replace the whole function `deriv …` by the explicit sum of sines. Knowing the first derivative at $x=0$ alone would not be enough. The sines are then differentiated in the same manner.

```lean
/-- The second derivative of the energy along a joint rotation of the spins, for an
arbitrary reference and at any point of the path. -/
theorem hasDerivAt_deriv_energy (J : Fin n → Fin n → ℝ) (t v : Fin n → ℝ) (x : ℝ) :
    HasDerivAt (deriv fun y : ℝ => energy J (t + y • v))
      (-∑ p ∈ bonds n, J p.1 p.2 * cos ((t + x • v) p.1 - (t + x • v) p.2)
        * (v p.1 - v p.2) ^ 2) x := by
  -- the first derivative is known along the whole path
  rw [funext fun y => (hasDerivAt_energy J t v y).deriv]
  refine HasDerivAt.fun_neg (HasDerivAt.fun_sum fun p _ => ?_)
  exact (((hasDerivAt_relative_angle t v p.1 p.2 x).sin.const_mul
    (J p.1 p.2)).mul_const (v p.1 - v p.2)).congr_deriv (by ring)
```

## The collinear reference

The hypothesis on the angles is used first through the vanishing of the sines, checked separately for $0$ and $\pi$.

```lean
/-- In a collinear state the sine of every angle vanishes. -/
theorem IsCollinear.sin_eq_zero {t : Fin n → ℝ} (ht : IsCollinear t) (i : Fin n) :
    sin (t i) = 0 := by
  rcases ht i with h | h <;> simp [h]
```

Stationarity is the first-derivative formula at $x=0$. After `sin_sub` expands the sine of the difference, every term contains a vanishing factor.

```lean
/-- A collinear state is stationary: the energy has zero first derivative along every
joint rotation of the spins. -/
theorem collinear_stationary (J : Fin n → Fin n → ℝ) {t : Fin n → ℝ}
    (ht : IsCollinear t) (v : Fin n → ℝ) :
    HasDerivAt (fun x : ℝ => energy J (t + x • v)) 0 0 := by
  refine (hasDerivAt_energy J t v 0).congr_deriv ?_
  rw [neg_eq_zero]
  refine Finset.sum_eq_zero fun p _ => ?_
  rw [zero_smul, add_zero, sin_sub, ht.sin_eq_zero, ht.sin_eq_zero]
  ring
```

The main theorem has the same structure. It takes the general second derivative at $x=0$ and compares the two sums term by term; `cos_sub` and the vanishing sines turn $\cos(t_i-t_j)$ into $\cos t_i\cos t_j$. The signs $s_i$ are written out as `cos (t p.1)` and `cos (t p.2)`. The vector `v` is arbitrary and need not be normalised: doubling it multiplies the curvature by four.

```lean
/-- About a collinear state with `s i = cos (t i)`, the second derivative of the energy
along `v` is minus the sum over bonds of `J i j * s i * s j * (v i - v j) ^ 2`. -/
theorem collinear_second_derivative (J : Fin n → Fin n → ℝ) {t : Fin n → ℝ}
    (ht : IsCollinear t) (v : Fin n → ℝ) :
    HasDerivAt (deriv fun x : ℝ => energy J (t + x • v))
      (-∑ p ∈ bonds n, J p.1 p.2 * cos (t p.1) * cos (t p.2) * (v p.1 - v p.2) ^ 2) 0 := by
  refine (hasDerivAt_deriv_energy J t v 0).congr_deriv ?_
  congr 1
  refine Finset.sum_congr rfl fun p _ => ?_
  -- the sines vanish, so the cosine of the relative angle factorises
  rw [zero_smul, add_zero, cos_sub, ht.sin_eq_zero, ht.sin_eq_zero]
  ring
```

## Local minima and satisfied bonds

If the curvature along $v$ is positive, the second-derivative test gives a local minimum at $x=0$. The proof supplies the three ingredients of that test: zero first derivative, positive second derivative and continuity.

```lean
/-- If the quadratic form of a collinear state is positive along `v`, the energy has a
local minimum there along that rotation. -/
theorem collinear_isLocalMin_along (J : Fin n → Fin n → ℝ) {t : Fin n → ℝ}
    (ht : IsCollinear t) (v : Fin n → ℝ)
    (hv : 0 < -∑ p ∈ bonds n,
      J p.1 p.2 * cos (t p.1) * cos (t p.2) * (v p.1 - v p.2) ^ 2) :
    IsLocalMin (fun x : ℝ => energy J (t + x • v)) 0 := by
  have h1 := collinear_stationary J ht v
  refine isLocalMin_of_deriv_deriv_pos ?_ h1.deriv h1.continuousAt
  rw [(collinear_second_derivative J ht v).deriv]
  exact hv
```

This concerns one line of configurations at a time. The curvature can't be positive along every nonzero $v$ when there is at least one spin, since turning all spins at the same rate leaves every relative angle unchanged.

A stronger conclusion holds if every bond is satisfied, meaning $J_{ij}s_is_j\le0$ for all $i<j$. The collinear state then has the lowest energy among all planar configurations $u$, near or far. The reason is local to each bond. If $s_is_j=1$, then $J_{ij}\le0$ and $J_{ij}\le J_{ij}\cos(u_i-u_j)$, because the cosine is at most $1$. If $s_is_j=-1$, then $J_{ij}\ge0$ and $-J_{ij}\le J_{ij}\cos(u_i-u_j)$, because the cosine is at least $-1$. Summing over bonds gives the inequality.

The Lean proof makes this comparison with `Finset.sum_le_sum`. The disjunction `hc` records that the product of the two signs is $\pm1$, and `nlinarith` closes each case from the corresponding bound on the cosine. The theorem doesn't say that the minimum is unique.

```lean
/-- If `J i j * s i * s j ≤ 0` on every bond, the collinear state has the lowest energy
among all planar configurations. -/
theorem collinear_ground_state (J : Fin n → Fin n → ℝ) {t : Fin n → ℝ}
    (ht : IsCollinear t)
    (hJ : ∀ i j, i < j → J i j * cos (t i) * cos (t j) ≤ 0) (u : Fin n → ℝ) :
    energy J t ≤ energy J u := by
  unfold energy
  refine Finset.sum_le_sum fun p hp => ?_
  have hlt : p.1 < p.2 := (Finset.mem_filter.mp hp).2
  have hb := hJ p.1 p.2 hlt
  have hc : cos (t p.1) * cos (t p.2) = 1 ∨ cos (t p.1) * cos (t p.2) = -1 := by
    rcases ht p.1 with h | h <;> rcases ht p.2 with h' | h' <;> simp [h, h']
  rw [cos_sub, ht.sin_eq_zero, ht.sin_eq_zero, mul_zero, add_zero]
  rw [mul_assoc] at hb
  -- each bond separately has its lowest possible energy
  rcases hc with h | h
  · rw [h] at hb ⊢
    nlinarith [cos_le_one (u p.1 - u p.2)]
  · rw [h] at hb ⊢
    nlinarith [neg_one_le_cos (u p.1 - u p.2)]
```

## A frustrated triangle with negative curvature

Three spins with all couplings equal to $1$ can't satisfy all their bonds in a collinear state. Take angles $(0,0,\pi)$, so that $s=(1,1,-1)$, and turn the two parallel spins in opposite directions, $v=(1,-1,0)$. The three bonds contribute

$$-\big[(1)(2)^2+(-1)(1)^2+(-1)(-1)^2\big]=-2 .$$

The state is stationary, but its energy falls along this rotation. Explicitly, the energy on the path is $\cos 2x-2\cos x$, which equals $-1$ at $x=0$ and $-3/2$ at $x=\pi/3$. The unsatisfied bond between the parallel spins contributes $-4$ to the curvature, which outweighs the $+2$ from the two satisfied bonds. An unsatisfied bond with a weak enough coupling would leave the curvature along this rotation positive.

In Lean, `![0, 0, π]` and `![1, -1, 0]` are the vectors of angles and rates. The theorem states both that the reference is collinear and that the second derivative is $-2$. Its proof applies the main theorem, lists the three bonds explicitly, and evaluates the sum with $\cos0=1$ and $\cos\pi=-1$.

```lean
/-- For the antiferromagnetic triangle with unit couplings, the state with angles `0, 0, π` is
collinear and has second derivative `-2` when the two parallel spins rotate at rates `1` and `-1`.
-/
theorem triangle_negative_curvature :
    IsCollinear (![0, 0, π] : Fin 3 → ℝ) ∧
    HasDerivAt (deriv fun x : ℝ =>
      energy (fun _ _ : Fin 3 => (1 : ℝ)) (![0, 0, π] + x • ![1, -1, 0])) (-2) 0 := by
  have ht : IsCollinear (![0, 0, π] : Fin 3 → ℝ) := by
    intro i
    fin_cases i <;> simp
  refine ⟨ht, (collinear_second_derivative _ ht _).congr_deriv ?_⟩
  have hb : bonds 3 = {((0 : Fin 3), (1 : Fin 3)), (0, 2), (1, 2)} := by decide
  rw [hb, Finset.sum_insert (by decide), Finset.sum_insert (by decide),
    Finset.sum_singleton]
  -- write out the three bonds (0,1), (0,2), (1,2)
  change -((1 : ℝ) * cos 0 * cos 0 * (1 - -1) ^ 2 +
    (1 * cos 0 * cos π * (1 - 0) ^ 2 + 1 * cos 0 * cos π * (-1 - 0) ^ 2)) = -2
  rw [cos_zero, cos_pi]
  norm_num

end

end PlanarSpinRotations
```

```lean
#print axioms PlanarSpinRotations.collinear_isLocalMin_along
#print axioms PlanarSpinRotations.collinear_ground_state
#print axioms PlanarSpinRotations.triangle_negative_curvature
```

```
'PlanarSpinRotations.collinear_isLocalMin_along' depends on axioms: [propext, Classical.choice, Quot.sound]
'PlanarSpinRotations.collinear_ground_state' depends on axioms: [propext, Classical.choice, Quot.sound]
'PlanarSpinRotations.triangle_negative_curvature' depends on axioms: [propext, Classical.choice, Quot.sound]
```
